# Balance between the current and the reservoirs at the ends of a chain with an explicit density profile

A chain of N ≥ 2 sites has reservoirs at its two ends, with values a at the first site and b at the last, and real parameters J ≠ 0, G ≥ 0 and g > 0. The current I = 2J²(a − b)/((N − 1)G + g + 4J²/g) and the density n at each site are given by explicit formulas, not derived here from a dynamics. The lemma says that I = g(a − n) at the first site and I = g(n − b) at the last; at any site between them its equation reads 0 = 0. The proof multiplies out the denominator of the current, treats the first, last and interior sites separately, and settles the two ends by linear combinations of known equations.

The failing Lean file:

```lean
import Mathlib

open Matrix Filter Topology

namespace DensitySite

noncomputable section

/-- The indicator of the end sites: one on the first and last sites, zero elsewhere. -/
def ends {N : ℕ} (i : Fin N) : ℝ := if i.val = 0 ∨ i.val + 1 = N then 1 else 0

/-- The site values `a` on the first site, `b` on the last, zero between (for `N ≥ 2`). -/
def drive {N : ℕ} (a b : ℝ) (i : Fin N) : ℝ :=
  if i.val = 0 then a else if i.val + 1 = N then b else 0

/-- The current formula, for `N ≥ 2`, `g ≠ 0` and a nonzero total denominator. -/
def chainCurrent (N : ℕ) (J G g a b : ℝ) : ℝ :=
  2 * J ^ 2 * (a - b) / (((N : ℝ) - 1) * G + g + 4 * J ^ 2 / g)

/-- The density profile, on the domain of `chainCurrent` with `J ≠ 0`. -/
def density {N : ℕ} (J G g a b : ℝ) (i : Fin N) : ℝ :=
  a - chainCurrent N J G g a b / g - chainCurrent N J G g a b / (2 * J ^ 2) *
    ((i.val : ℝ) * G + (if i.val = 0 then 0 else g / 2) + (if i.val + 1 = N then g / 2 else 0))

/-- With `N ≥ 2`, `J ≠ 0`, `G ≥ 0` and `g > 0`, the reservoirs balance the current
at the ends of the chain. -/
theorem density_site {N : ℕ} {J G g : ℝ} (a b : ℝ) (hN : 2 ≤ N) (hJ : J ≠ 0) (hG : 0 ≤ G)
    (hg : 0 < g) (i : Fin N) :
    chainCurrent N J G g a b * drive (-1) 1 i - g * ends i * density J G g a b i
      + g * drive a b i = 0 := by
  have hN' : (2 : ℝ) ≤ N := by exact_mod_cast hN
  have hden : ((N : ℝ) - 1) * G + g + 4 * J ^ 2 / g ≠ 0 := by
    have h1 : 0 ≤ ((N : ℝ) - 1) * G := mul_nonneg (by linarith) hG
    have h2 : 0 ≤ 4 * J ^ 2 / g := by positivity
    linarith
  have hq : chainCurrent N J G g a b * (((N : ℝ) - 1) * G + g + 4 * J ^ 2 / g)
      = 2 * J ^ 2 * (a - b) := div_mul_cancel₀ _ hden
  simp only [density, ends, drive]
  generalize chainCurrent N J G g a b = q at hq ⊢
  have hgq : g * (q / g) = q := by field_simp
  by_cases h0 : i.val = 0
  · have h1 : ¬ (0 + 1 = N) := by omega
    simp only [h0, h1, true_or, if_true, if_false, Nat.cast_zero]
    linear_combination hgq
  · by_cases h1 : i.val + 1 = N
    · have hc : (i.val : ℝ) = N - 1 := by rw [← h1]; push_cast; ring
      have h : q / (2 * J ^ 2) * (((N : ℝ) - 1) * G + g / 2 + g / 2) = a - b - 2 * (q / g) := by
        rw [div_mul_eq_mul_div, div_eq_iff (by positivity)]
        linear_combination hq
      simp only [h0, h1, hc, or_true, if_true, if_false]
      linear_combination g * h - hgq
    · simp [h0, h1]

end

end DensitySite
```

The error:

```
Main.lean:46:46: error: Tactic `rewrite` failed: motive is not type correct:
  fun _a => ↑↑i = ↑_a - 1
Error: Application type mismatch: The argument
  i
has type
  Fin N
but is expected to have type
  Fin _a
in the application
  ↑i

Explanation: The rewrite tactic rewrites an expression 'e' using an equality 'a = b' by the following process. First, it looks for all 'a' in 'e'. Second, it tries to abstract these occurrences of 'a' to create a function 'm := fun _a => ...', called the *motive*, with the property that 'm a' is definitionally equal to 'e'. Third, we observe that 'congrArg' implies that 'm a = m b', which can be used with lemmas such as 'Eq.mpr' to change the goal. However, if 'e' depends on specific properties of 'a', then the motive 'm' might not typecheck.

Possible solutions: use rewrite's 'occs' configuration option to limit which occurrences are rewritten, or use 'simp' or 'conv' mode, which have strategies for certain kinds of dependencies (these tactics can handle proofs and 'Decidable' instances whose types depend on the rewritten term, and 'simp' can apply user-defined '@[congr]' theorems as well).

N : ℕ
J G g a b : ℝ
hN : 2 ≤ N
hJ : J ≠ 0
hG : 0 ≤ G
hg : 0 < g
i : Fin N
hN' : 2 ≤ ↑N
hden : (↑N - 1) * G + g + 4 * J ^ 2 / g ≠ 0
q : ℝ
hq : q * ((↑N - 1) * G + g + 4 * J ^ 2 / g) = 2 * J ^ 2 * (a - b)
hgq : g * (q / g) = q
h0 : ¬↑i = 0
h1 : ↑i + 1 = N
⊢ ↑↑i = ↑N - 1
```

Diagnosis. The error is in the proof of `hc`, which says that the last site's index, as a real number, is `N - 1`. There `rw [← h1]` uses `i.val + 1 = N` from right to left, so it tries to replace every `N` in the goal. But `N` is also in the type of `i`, which is `Fin N`, and the goal contains `i`. When Lean puts a variable `_a` in place of `N`, the coercion of `i` to a number expects an element of `Fin _a`, while `i` still has type `Fin N`. This is what "motive is not type correct" means here.

The repair avoids rewriting `N`. The new `hc'` states `h1` as an equation between real numbers, and `exact_mod_cast` proves it from `h1` by handling the casts. `linarith` then gets `hc` from `hc'` by moving the 1 to the other side. The rest of the proof stays as it was.

This version goes through:

```diff
@@ -44,5 +44,6 @@
     linear_combination hgq
   · by_cases h1 : i.val + 1 = N
-    · have hc : (i.val : ℝ) = N - 1 := by rw [← h1]; push_cast; ring
+    · have hc' : (i.val : ℝ) + 1 = N := by exact_mod_cast h1
+      have hc : (i.val : ℝ) = N - 1 := by linarith
       have h : q / (2 * J ^ 2) * (((N : ℝ) - 1) * G + g / 2 + g / 2) = a - b - 2 * (q / g) := by
         rw [div_mul_eq_mul_div, div_eq_iff (by positivity)]
```
